# A discrete Onsager bound on the indirect interaction energy

Let w be a real matrix of site interactions with ⟨x, w x⟩ ≥ 0 for every real vector x. For any finite probability distribution of site occupations with mean n, the mean pair energy minus the Hartree energy of n is at least

−½ Σ_i w_ii n_i.

The bound depends on the distribution only through its mean, and w need not be symmetric.

## Physical setting

Take finitely many sites, labelled i and j, and finitely many configurations, labelled a. Configuration a has probability p_a and puts N_ai particles on site i; N_a is the vector of these occupations. The mean occupation is

n_i = Σ_a p_a N_ai.

Write Q(x) = ⟨x, w x⟩ = Σ_i Σ_j x_i w_ij x_j. The energy ½ Q(N_a) lets each particle interact with itself, so the pair energy removes that part:

V(x) = ½ (Q(x) − Σ_i w_ii x_i).

On a single site with w_ii = U this is ½ U x(x − 1), the Hubbard repulsion: zero for one particle and U for two.

The indirect energy is what remains of the mean pair energy once the classical energy of the mean occupation is subtracted:

E = Σ_a p_a V(N_a) − ½ Q(n).

For a quantum state on a finite lattice with finitely many occupation patterns (fermions, or bosons at fixed particle number) and a density-density interaction with Q ≥ 0, p_a is the probability of finding occupation pattern a, and the theorem then limits how far exchange and correlation can lower the interaction energy below the Hartree value.

The Lieb–Oxford inequality has the same purpose for Coulomb particles in the continuum, where its lower bound is a constant times −∫ρ^(4/3). That is a harder statement and does not follow from this one: the Coulomb interaction is infinite at zero distance, so a bound by the diagonal of w would be empty there.

## Statement

**Bound.** If p is a probability distribution and Q(x) ≥ 0 for all x, then E ≥ −½ Σ_i w_ii n_i.

**Equality.** If Q(x) > 0 for all x ≠ 0, equality holds exactly when N_a = n for every a with p_a ≠ 0.

**Converse.** If the bound holds for every equal mixture of two configurations with natural-number occupations, then Q(x) ≥ 0 for all real x.

## Derivation

**Counting pairs.** Separating j = i from j ≠ i in Q(x) gives

V(x) = ½ (Σ_i w_ii x_i(x_i − 1) + Σ_i Σ_(j≠i) x_i w_ij x_j).

The first sum runs over ordered pairs on one site, the second over ordered pairs on distinct sites, and the factor ½ corrects for the ordering.

**Fluctuation identity.** Expand the quadratic form of a deviation from the mean:

Q(N_a − n) = Q(N_a) − ⟨N_a, w n⟩ − ⟨n, w N_a⟩ + Q(n).

Multiply by p_a and sum over a. Each cross term is linear in N_a, so each averages to Q(n), whether or not w is symmetric. Since Σ_a p_a = 1, the last term also gives Q(n), and

Σ_a p_a Q(N_a − n) = Σ_a p_a Q(N_a) − Q(n).

Inserting V into E gives

E = ½ Σ_a p_a Q(N_a) − ½ Σ_i w_ii n_i − ½ Q(n),

and therefore

E + ½ Σ_i w_ii n_i = ½ Σ_a p_a Q(N_a − n).

**Bound and equality.** Every term on the right is nonnegative, which is the bound. Equality requires each p_a Q(N_a − n) to vanish. If Q is strictly positive away from zero, this means N_a = n whenever p_a ≠ 0. Conversely, if that holds, every term is zero.

**Converse.** Mix occupation vectors m and k with weight ½ each. The mean is (m + k)/2 and the deviations are ±(m − k)/2, so the identity reads

E + ½ Σ_i w_ii n_i = ⅛ Q(m − k).

The assumed bound makes Q nonnegative on all differences m − k, that is, on all integer vectors. For real x and t > 0, let z_t have components

⌊t max(x_i, 0)⌋ − ⌊t max(−x_i, 0)⌋.

Then z_t / t → x as t → ∞, and Q(z_t / t) = Q(z_t)/t² ≥ 0. Continuity of Q gives Q(x) ≥ 0.

**Repulsion alone is not enough.** Take two sites with w_11 = w_22 = 0 and w_12 = w_21 = 1, and one particle that sits on either site with probability ½. There are no pairs, so the mean pair energy is 0. The Hartree energy of n = (½, ½) is ¼, so E = −¼, whereas the bound would demand E ≥ 0. All entries of w are nonnegative, but Q(1, −1) = −2.

**A neighbouring bound.** The same identity, used by hand, handles this case too. If Q(x) ≥ λ Σ_i x_i² for some real λ, of either sign, then

E ≥ −½ Σ_i w_ii n_i + ½ λ Σ_i Var(N_i),

where Var(N_i) is the variance of the occupation of site i. In the example λ = −1 and the variances sum to ½, so this gives exactly −¼.

## What the formal version assumes

The finite types `ι` and `Ω` hold the sites and the configurations. `quad w x` is Q(x), `meanOcc p N` is n, `pairEnergy w x` is V(x), and `indirectEnergy p N w` is E.

In `onsager_bound`, `hp0` and `hp` say that p is a probability distribution, and `hw` says that Q is nonnegative. This is weaker than Mathlib's `PosSemidef`, which also requires symmetry. The fluctuation identity uses only the normalisation `hp`.

Occupations are real numbers, so integer occupations are a special case and no exclusion principle is imposed. The converse does restrict its test configurations to natural numbers, through `N : Fin 2 → ι → ℕ`, but it allows arbitrarily large occupations and lets the two configurations differ in total particle number. At fixed particle number, the differences m − k would only probe vectors whose components sum to zero.

The file works with a given distribution. It contains no wavefunctions, kinetic energy or continuum limit.

In Lean 4 with Mathlib:

```lean
import Mathlib

open Matrix Filter Topology

namespace DiscreteOnsagerBound

noncomputable section

variable {ι Ω : Type*} [Fintype ι] [Fintype Ω]

/-- The quadratic form `⟨x, w x⟩` of the site interaction matrix `w`. -/
def quad (w : Matrix ι ι ℝ) (x : ι → ℝ) : ℝ := x ⬝ᵥ w *ᵥ x

/-- The mean occupation of each site when configuration `a` has weight `p a`
and occupation vector `N a`. -/
def meanOcc (p : Ω → ℝ) (N : Ω → ι → ℝ) : ι → ℝ := fun i => ∑ a, p a * N a i

/-- The interaction energy of an occupation vector, with the self-interaction of each
particle removed. -/
def pairEnergy (w : Matrix ι ι ℝ) (x : ι → ℝ) : ℝ :=
  1 / 2 * (quad w x - ∑ i, w i i * x i)

/-- The indirect energy: the mean pair energy minus the Hartree energy of the mean
occupation. -/
def indirectEnergy (p : Ω → ℝ) (N : Ω → ι → ℝ) (w : Matrix ι ι ℝ) : ℝ :=
  ∑ a, p a * pairEnergy w (N a) - 1 / 2 * quad w (meanOcc p N)

/-- The pair energy is half the sum of a same-site part, proportional to `x i * (x i - 1)`,
and a part from ordered pairs of distinct sites. -/
theorem pairEnergy_eq_pairs [DecidableEq ι] (w : Matrix ι ι ℝ) (x : ι → ℝ) :
    pairEnergy w x = 1 / 2 * (∑ i, w i i * (x i * (x i - 1)) +
      ∑ i, ∑ j ∈ Finset.univ.erase i, x i * w i j * x j) := by
  have hq : quad w x = ∑ i, ∑ j, x i * w i j * x j := by
    simp only [quad, dotProduct, Matrix.mulVec, Finset.mul_sum, mul_assoc]
  rw [pairEnergy, hq, ← Finset.sum_sub_distrib, ← Finset.sum_add_distrib]
  congr 1
  refine Finset.sum_congr rfl fun i _ => ?_
  -- separate the diagonal term j = i
  have h : x i * w i i * x i + ∑ j ∈ Finset.univ.erase i, x i * w i j * x j
      = ∑ j, x i * w i j * x j :=
    Finset.add_sum_erase Finset.univ (fun j => x i * w i j * x j) (Finset.mem_univ i)
  linear_combination -h

/-- Averaging a linear function of the occupations gives its value at the mean occupation. -/
theorem mean_dotProduct (p : Ω → ℝ) (N : Ω → ι → ℝ) (v : ι → ℝ) :
    ∑ a, p a * (N a ⬝ᵥ v) = meanOcc p N ⬝ᵥ v := by
  simp only [dotProduct, meanOcc, Finset.mul_sum, Finset.sum_mul]
  rw [Finset.sum_comm]
  exact Finset.sum_congr rfl fun i _ => Finset.sum_congr rfl fun a _ => by ring

/-- Fluctuation identity: the indirect energy plus the mean self-energy is half the mean
quadratic form of the occupation fluctuations. -/
theorem indirectEnergy_add_self (p : Ω → ℝ) (N : Ω → ι → ℝ) (w : Matrix ι ι ℝ)
    (hp : ∑ a, p a = 1) :
    indirectEnergy p N w + 1 / 2 * ∑ i, w i i * meanOcc p N i
      = 1 / 2 * ∑ a, p a * quad w (N a - meanOcc p N) := by
  have hsub : ∀ x m : ι → ℝ, quad w (x - m)
      = quad w x - x ⬝ᵥ w *ᵥ m - x ⬝ᵥ (m ᵥ* w) + quad w m := by
    intro x m
    unfold quad
    rw [Matrix.mulVec_sub, sub_dotProduct, dotProduct_sub, dotProduct_sub,
      Matrix.dotProduct_mulVec m w x, dotProduct_comm (m ᵥ* w) x]
    ring
  -- both cross terms average to the quadratic form of the mean
  have h1 : ∑ a, p a * (N a ⬝ᵥ w *ᵥ meanOcc p N) = quad w (meanOcc p N) :=
    mean_dotProduct p N _
  have h2 : ∑ a, p a * (N a ⬝ᵥ (meanOcc p N ᵥ* w)) = quad w (meanOcc p N) := by
    rw [mean_dotProduct, quad, Matrix.dotProduct_mulVec, dotProduct_comm]
  have h3 : ∑ a, p a * quad w (N a - meanOcc p N)
      = ∑ a, p a * quad w (N a) - ∑ a, p a * (N a ⬝ᵥ w *ᵥ meanOcc p N)
        - ∑ a, p a * (N a ⬝ᵥ (meanOcc p N ᵥ* w)) + (∑ a, p a) * quad w (meanOcc p N) := by
    rw [Finset.sum_mul, ← Finset.sum_sub_distrib, ← Finset.sum_sub_distrib,
      ← Finset.sum_add_distrib]
    exact Finset.sum_congr rfl fun a _ => by rw [hsub]; ring
  have h4 : ∑ a, p a * pairEnergy w (N a)
      = 1 / 2 * ∑ a, p a * quad w (N a) - 1 / 2 * ∑ a, p a * ∑ i, w i i * N a i := by
    rw [Finset.mul_sum, Finset.mul_sum, ← Finset.sum_sub_distrib]
    exact Finset.sum_congr rfl fun a _ => by rw [pairEnergy]; ring
  have h5 : ∑ a, p a * ∑ i, w i i * N a i = ∑ i, w i i * meanOcc p N i := by
    simp only [meanOcc, Finset.mul_sum]
    rw [Finset.sum_comm]
    exact Finset.sum_congr rfl fun i _ => Finset.sum_congr rfl fun a _ => by ring
  rw [indirectEnergy, h3, h4, h1, h2, h5, hp]
  ring

/-- Discrete Onsager bound: if `p` is a probability distribution and `quad w` is nonnegative, the indirect energy is
at least `-(1 / 2 * ∑ i, w i i * meanOcc p N i)`, minus the mean one-particle self-interaction. -/
theorem onsager_bound (p : Ω → ℝ) (N : Ω → ι → ℝ) (w : Matrix ι ι ℝ)
    (hp0 : ∀ a, 0 ≤ p a) (hp : ∑ a, p a = 1) (hw : ∀ x, 0 ≤ quad w x) :
    -(1 / 2 * ∑ i, w i i * meanOcc p N i) ≤ indirectEnergy p N w := by
  have e := indirectEnergy_add_self p N w hp
  have h : 0 ≤ ∑ a, p a * quad w (N a - meanOcc p N) :=
    Finset.sum_nonneg fun a _ => mul_nonneg (hp0 a) (hw _)
  linarith

/-- If `quad w x` is strictly positive for every `x ≠ 0`, the Onsager bound is an equality exactly when every
configuration of nonzero weight has the mean occupation. -/
theorem onsager_equality_iff (p : Ω → ℝ) (N : Ω → ι → ℝ) (w : Matrix ι ι ℝ)
    (hp0 : ∀ a, 0 ≤ p a) (hp : ∑ a, p a = 1) (hw : ∀ x, x ≠ 0 → 0 < quad w x) :
    indirectEnergy p N w = -(1 / 2 * ∑ i, w i i * meanOcc p N i) ↔
      ∀ a, p a ≠ 0 → N a = meanOcc p N := by
  have e := indirectEnergy_add_self p N w hp
  have hz : quad w 0 = 0 := by simp [quad]
  have hw0 : ∀ x, 0 ≤ quad w x := by
    intro x
    by_cases hx : x = 0
    · rw [hx, hz]
    · exact (hw x hx).le
  constructor
  · intro h a ha
    have hs : ∑ a, p a * quad w (N a - meanOcc p N) = 0 := by linarith
    -- a vanishing sum of nonnegative terms vanishes term by term
    have ht := (Finset.sum_eq_zero_iff_of_nonneg
      (fun a _ => mul_nonneg (hp0 a) (hw0 (N a - meanOcc p N)))).1 hs a (Finset.mem_univ a)
    by_contra hne
    exact (hw _ (sub_ne_zero.2 hne)).ne' ((mul_eq_zero.1 ht).resolve_left ha)
  · intro h
    have hs : ∑ a, p a * quad w (N a - meanOcc p N) = 0 := by
      refine Finset.sum_eq_zero fun a _ => ?_
      by_cases ha : p a = 0
      · rw [ha, zero_mul]
      · rw [sub_eq_zero.2 (h a ha), hz, mul_zero]
    linarith

/-- Scaling a vector by `c` scales its quadratic form by `c ^ 2`. -/
theorem quad_smul (w : Matrix ι ι ℝ) (c : ℝ) (x : ι → ℝ) :
    quad w (c • x) = c ^ 2 * quad w x := by
  simp only [quad, Matrix.mulVec_smul, smul_dotProduct, dotProduct_smul, smul_eq_mul]
  ring

/-- Converse: if the Onsager bound holds for every equal mixture of two configurations with
natural-number occupations, then the quadratic form `quad w` is nonnegative on all real vectors. -/
theorem posSemidef_of_onsager_bound (w : Matrix ι ι ℝ)
    (H : ∀ N : Fin 2 → ι → ℕ,
      -(1 / 2 * ∑ i, w i i * meanOcc (fun _ => 1 / 2) (fun a i => (N a i : ℝ)) i)
        ≤ indirectEnergy (fun _ => 1 / 2) (fun a i => (N a i : ℝ)) w) :
    ∀ x, 0 ≤ quad w x := by
  -- two configurations test the form on the difference of their occupations
  have key : ∀ m k : ι → ℕ, 0 ≤ quad w (fun i => (m i : ℝ) - (k i : ℝ)) := by
    intro m k
    have h := H ![m, k]
    obtain ⟨M, hM⟩ : ∃ M : Fin 2 → ι → ℝ, M = fun a i => ((![m, k] a i : ℕ) : ℝ) := ⟨_, rfl⟩
    rw [← hM] at h
    have e := indirectEnergy_add_self (fun _ : Fin 2 => (1 / 2 : ℝ)) M w (by norm_num)
    have q0 : M 0 - meanOcc (fun _ => 1 / 2) M
        = (1 / 2 : ℝ) • (fun i => (m i : ℝ) - (k i : ℝ)) := by
      ext i
      simp [hM, meanOcc, Fin.sum_univ_two]
      ring
    have q1 : M 1 - meanOcc (fun _ => 1 / 2) M
        = (-1 / 2 : ℝ) • (fun i => (m i : ℝ) - (k i : ℝ)) := by
      ext i
      simp [hM, meanOcc, Fin.sum_univ_two]
      ring
    simp only [Fin.sum_univ_two, q0, q1, quad_smul] at e
    linarith
  intro x
  -- approximate x by rescaled differences of natural occupations
  have hF : Tendsto (fun t : ℝ => t⁻¹ • (fun i =>
      ((⌊max (x i) 0 * t⌋₊ : ℕ) : ℝ) - ((⌊max (-x i) 0 * t⌋₊ : ℕ) : ℝ))) atTop (𝓝 x) := by
    refine tendsto_pi_nhds.2 fun i => ?_
    have h := (tendsto_nat_floor_mul_div_atTop (le_max_right (x i) 0)).sub
      (tendsto_nat_floor_mul_div_atTop (le_max_right (-x i) 0))
    have hx : max (x i) 0 - max (-x i) 0 = x i := by
      rcases le_total 0 (x i) with h | h <;> simp [h]
    rw [hx] at h
    refine h.congr fun t => ?_
    simp only [Pi.smul_apply, smul_eq_mul]
    ring
  have hc : Continuous (quad w) := by
    show Continuous fun x : ι → ℝ => ∑ i, x i * ∑ j, w i j * x j
    fun_prop
  refine ge_of_tendsto' ((hc.tendsto x).comp hF) fun t => ?_
  rw [Function.comp_apply, quad_smul]
  exact mul_nonneg (sq_nonneg _) (key _ _)

end

end DiscreteOnsagerBound
```

```lean
#print axioms DiscreteOnsagerBound.pairEnergy_eq_pairs
#print axioms DiscreteOnsagerBound.onsager_bound
#print axioms DiscreteOnsagerBound.onsager_equality_iff
#print axioms DiscreteOnsagerBound.posSemidef_of_onsager_bound
```

```
'DiscreteOnsagerBound.pairEnergy_eq_pairs' depends on axioms: [propext, Classical.choice, Quot.sound]
'DiscreteOnsagerBound.onsager_bound' depends on axioms: [propext, Classical.choice, Quot.sound]
'DiscreteOnsagerBound.onsager_equality_iff' depends on axioms: [propext, Classical.choice, Quot.sound]
'DiscreteOnsagerBound.posSemidef_of_onsager_bound' depends on axioms: [propext, Classical.choice, Quot.sound]
```

## Notes on the proof

`pairEnergy_eq_pairs` writes `quad` as a double sum and uses `Finset.add_sum_erase` to split off the diagonal term, site by site.

`mean_dotProduct` is the statement that linear functions average to their value at the mean; its proof exchanges the sums over sites and configurations.

`indirectEnergy_add_self` follows the derivation closely. `hsub` expands the square, with the second cross term written as `x ⬝ᵥ (m ᵥ* w)` so that it is visibly linear in x. `h1` and `h2` average the two cross terms, `h3` assembles the mean of the expanded square, and `h4` and `h5` separate the self-energy from the mean pair energy. After `hp` replaces the total weight by 1, `ring` finishes.

`onsager_bound` adds only that a sum of nonnegative terms is nonnegative. For the equality case, `Finset.sum_eq_zero_iff_of_nonneg` turns a vanishing sum into vanishing terms, and strict positivity then excludes a nonzero deviation in any configuration of nonzero weight.

In `posSemidef_of_onsager_bound`, `key` is the integer step: `q0` and `q1` compute the two deviations, and `quad_smul` extracts the squared factors. `hF` is the limit z_t / t → x, proved for each component from Mathlib's limit for ⌊a t⌋ / t with a ≥ 0. `hc` is the continuity of Q, and `ge_of_tendsto'` carries the inequality to the limit.
